# Inner inverses decide whether a x b = c is solvable and give all its solutions

Suppose that an operator Ô is expanded in a finite set of non-orthogonal basis functions χ_μ, as Ô = Σ X_μν |χ_μ⟩⟨χ_ν| with the sum over μ and ν. Its matrix elements C_κλ = ⟨χ_κ|Ô|χ_λ⟩ then satisfy

S X S = C,

where S_κμ = ⟨χ_κ|χ_μ⟩ is the overlap matrix. If the basis functions are linearly dependent, S is singular. Some matrices C then belong to no X at all, and the others belong to more than one. The exact matrix elements of an operator always belong to some X, but a matrix C that contains errors or comes from another source need not. The test below tells the two cases apart.

## The solvability test and the family of solutions

Let a, b and c be elements of a ring, for example square matrices of one size. An element g is an inner inverse of a if a g a = a. Let h likewise satisfy b h b = b. Then a x b = c has a solution x exactly when

a g c h b = c,

and in that case its solutions are exactly

x = g c h + y − g a y b h, with y arbitrary.

For the overlap problem, a = b = S, and one inner inverse G can serve on both sides. A code that replaces the missing S⁻¹ by G computes X = G C G. In a finite basis and exact arithmetic, this X reproduces the given C precisely when S G C G S = C, so the test is a residual check on the computed X. The remaining terms describe the freedom in X that the matrix elements leave open. This freedom concerns only the coefficients: all solutions X for the same C give the same operator Σ X_μν |χ_μ⟩⟨χ_ν|, because an operator of this form is fixed by its matrix elements between the χ_μ. The Lean file does not include this last fact.

## Derivation

Inserting g a y b h in place of y leaves the product a y b unchanged:

a (g a y b h) b = (a g a) y (b h b) = a y b.

If x solves the equation, then c = a x b, and the same regrouping gives

a g c h b = (a g a) x (b h b) = a x b = c.

Conversely, if the test holds, x = g c h is a solution, because a (g c h) b is the left-hand side of the test.

Every member of the family is a solution, since

a (g c h + y − g a y b h) b = c + a y b − a y b = c.

Every solution x is also in the family. Take y = x; then g a x b h = g c h, and the formula returns g c h + x − g c h = x.

A consistent equation has only one solution exactly when g a y b h = y for every y. If the solution is unique, the member belonging to y equals g c h, so y − g a y b h = 0. If the condition holds, any solution satisfies x = g a x b h = g c h.

The pair a x = c, x b = d has a common solution exactly when a g c = c, d h b = d and a d = c b. Given a common solution x,

a g c = a g a x = a x = c,

d h b = x b h b = x b = d,

a d = a x b = c b.

For the converse, set x = g c + d h − g a d h. Then

a x = a g c + a d h − a g a d h = c + a d h − a d h = c,

x b = g c b + d h b − g a d h b = g a d + d − g a d = d.

The second line uses c b = a d.

A 2×2 example shows both outcomes. With matrix rows separated by semicolons, take a = [1 1; 1 1], the overlap matrix of one normalised function listed twice, and b = [0 1; 0 0], which is not an overlap matrix and serves only to illustrate the algebra. Inner inverses are g = [1 0; 0 0] and h = [0 0; 1 0]. The right-hand side [0 2; 0 2] passes the test, and g c h = [2 0; 0 0] solves the equation. For c = [0 1; 0 0] the test returns [0 1; 0 1], so there is no solution. This agrees with the form of a: both rows of a x b are always equal.

## The Lean file

```lean
import Mathlib

open Matrix

namespace TwoSidedLinearEquation

/-- `g` is an inner inverse of `a`: applying `a`, then `g`, then `a` again is the same as
applying `a` once. -/
def IsInnerInverse {R : Type*} [Ring R] (a g : R) : Prop := a * g * a = a

section RingEquation

variable {R : Type*} [Ring R] {a b g h : R}

/-- If `g` and `h` are inner inverses of `a` and `b`, replacing `y` by `g a y b h` does not change
the product `a y b`. -/
theorem sandwich_invariant (ha : IsInnerInverse a g) (hb : IsInnerInverse b h) (y : R) :
    a * (g * a * y * b * h) * b = a * y * b := by
  have ha' : a * g * a = a := ha
  have hb' : b * h * b = b := hb
  calc a * (g * a * y * b * h) * b = (a * g * a) * y * (b * h * b) := by
        simp only [mul_assoc]
    _ = a * y * b := by rw [ha', hb']

/-- If `g` and `h` are inner inverses of `a` and `b`, the equation `a x b = c` has a solution
exactly when `a g c h b = c`. -/
theorem solvable_iff (ha : IsInnerInverse a g) (hb : IsInnerInverse b h) (c : R) :
    (∃ x, a * x * b = c) ↔ a * g * c * h * b = c := by
  constructor
  · rintro ⟨x, rfl⟩
    have key := sandwich_invariant ha hb x
    simp only [mul_assoc] at key ⊢
    exact key
  · intro hc
    -- the particular solution is `g c h`
    exact ⟨g * c * h, by simpa only [mul_assoc] using hc⟩

/-- Let `g` and `h` be inner inverses of `a` and `b`. If `a g c h b = c`, the solutions of `a x b =
c` are exactly the elements `g c h + y - g a y b h` with `y` arbitrary. -/
theorem solution_iff (ha : IsInnerInverse a g) (hb : IsInnerInverse b h) {c : R}
    (hc : a * g * c * h * b = c) (x : R) :
    a * x * b = c ↔ ∃ y, x = g * c * h + y - g * a * y * b * h := by
  constructor
  · intro hx
    -- a solution is reproduced by choosing `y = x`
    have e : g * a * x * b * h = g * c * h := by
      rw [← hx]
      simp only [mul_assoc]
    refine ⟨x, ?_⟩
    rw [e]
    abel
  · rintro ⟨y, rfl⟩
    calc a * (g * c * h + y - g * a * y * b * h) * b
        = a * g * c * h * b + a * y * b - a * (g * a * y * b * h) * b := by
          simp only [mul_add, mul_sub, add_mul, sub_mul, mul_assoc]
      _ = c := by
          rw [hc, sandwich_invariant ha hb y]
          abel

/-- Let `g` and `h` be inner inverses of `a` and `b`. A consistent equation `a x b = c` has exactly
one solution if and only if `g a y b h = y` for every `y`. -/
theorem unique_solution_iff (ha : IsInnerInverse a g) (hb : IsInnerInverse b h) {c : R}
    (hc : a * g * c * h * b = c) :
    (∃! x, a * x * b = c) ↔ ∀ y, g * a * y * b * h = y := by
  have h0 : a * (g * c * h) * b = c := by simpa only [mul_assoc] using hc
  constructor
  · intro hu y
    -- compare the solution belonging to `y` with the particular solution
    have h1 := (solution_iff ha hb hc _).mpr ⟨y, rfl⟩
    have e : g * c * h + y - g * a * y * b * h = g * c * h := hu.unique h1 h0
    have d : y - g * a * y * b * h
        = (g * c * h + y - g * a * y * b * h) - g * c * h := by abel
    rw [e, sub_self] at d
    exact (sub_eq_zero.mp d).symm
  · intro hy
    refine ⟨g * c * h, h0, fun x hx => ?_⟩
    have hx' : a * x * b = c := hx
    calc x = g * a * x * b * h := (hy x).symm
      _ = g * (a * x * b) * h := by simp only [mul_assoc]
      _ = g * c * h := by rw [hx']

/-- Let `g` and `h` be inner inverses of `a` and `b`. The two one-sided equations `a x = c` and `x b
= d` have a common solution exactly when `a g c = c`, `d h b = d` and `a d = c b`. -/
theorem common_solution_iff (ha : IsInnerInverse a g) (hb : IsInnerInverse b h) (c d : R) :
    (∃ x, a * x = c ∧ x * b = d) ↔ a * g * c = c ∧ d * h * b = d ∧ a * d = c * b := by
  have ha' : a * g * a = a := ha
  have hb' : b * h * b = b := hb
  constructor
  · rintro ⟨x, rfl, rfl⟩
    refine ⟨?_, ?_, ?_⟩
    · rw [← mul_assoc, ha']
    · calc x * b * h * b = x * (b * h * b) := by simp only [mul_assoc]
        _ = x * b := by rw [hb']
    · rw [mul_assoc]
  · rintro ⟨h1, h2, h3⟩
    refine ⟨g * c + d * h - g * a * d * h, ?_, ?_⟩
    · calc a * (g * c + d * h - g * a * d * h)
          = a * g * c + a * d * h - (a * g * a) * d * h := by
            simp only [mul_add, mul_sub, mul_assoc]
        _ = c := by
            rw [ha', h1]
            abel
    · -- here the compatibility condition `a d = c b` enters
      calc (g * c + d * h - g * a * d * h) * b
          = g * (c * b) + d * h * b - g * a * (d * h * b) := by
            simp only [add_mul, sub_mul, mul_assoc]
        _ = d := by
            rw [h2, ← h3, mul_assoc g a d]
            abel

end RingEquation

/-- For rectangular matrices with `A G A = A` and `B H B = B`, the equation `A X B = C` is
solvable exactly when `A G C H B = C`, and then its solutions are exactly the matrices
`G C H + Y - G A Y B H`. -/
theorem rectangular_solution {R m n p q : Type*} [Ring R]
    [Fintype m] [Fintype n] [Fintype p] [Fintype q]
    {A : Matrix m n R} {G : Matrix n m R} {B : Matrix p q R} {H : Matrix q p R}
    (hA : A * G * A = A) (hB : B * H * B = B) (C : Matrix m q R) :
    ((∃ X : Matrix n p R, A * X * B = C) ↔ A * G * C * H * B = C) ∧
    (A * G * C * H * B = C → ∀ X : Matrix n p R,
      A * X * B = C ↔ ∃ Y : Matrix n p R, X = G * C * H + Y - G * A * Y * B * H) := by
  have key : ∀ Y : Matrix n p R, A * (G * A * Y * B * H) * B = A * Y * B := by
    intro Y
    calc A * (G * A * Y * B * H) * B = (A * G * A) * Y * (B * H * B) := by
          simp only [Matrix.mul_assoc]
      _ = A * Y * B := by rw [hA, hB]
  refine ⟨⟨?_, ?_⟩, ?_⟩
  · rintro ⟨X, rfl⟩
    have k := key X
    simp only [Matrix.mul_assoc] at k ⊢
    exact k
  · intro hC
    exact ⟨G * C * H, by simpa only [Matrix.mul_assoc] using hC⟩
  · intro hC X
    constructor
    · intro hX
      have e : G * A * X * B * H = G * C * H := by
        rw [← hX]
        simp only [Matrix.mul_assoc]
      refine ⟨X, ?_⟩
      rw [e]
      abel
    · rintro ⟨Y, rfl⟩
      calc A * (G * C * H + Y - G * A * Y * B * H) * B
          = A * G * C * H * B + A * Y * B - A * (G * A * Y * B * H) * B := by
            simp only [Matrix.mul_add, Matrix.mul_sub, Matrix.add_mul, Matrix.sub_mul,
              Matrix.mul_assoc]
        _ = C := by
            rw [hC, key Y]
            abel

/-- Two explicit 2×2 rational matrices with inner inverses, and a right-hand side that passes the
solvability test. -/
theorem solution_witness :
    IsInnerInverse (!![1, 1; 1, 1] : Matrix (Fin 2) (Fin 2) ℚ) !![1, 0; 0, 0] ∧
    IsInnerInverse (!![0, 1; 0, 0] : Matrix (Fin 2) (Fin 2) ℚ) !![0, 0; 1, 0] ∧
    (!![1, 1; 1, 1] : Matrix (Fin 2) (Fin 2) ℚ) * !![1, 0; 0, 0] * !![0, 2; 0, 2]
      * !![0, 0; 1, 0] * !![0, 1; 0, 0] = !![0, 2; 0, 2] := by
  unfold IsInnerInverse
  refine ⟨?_, ?_, ?_⟩ <;> ext i j <;> fin_cases i <;> fin_cases j <;>
    simp [Matrix.mul_apply, Fin.sum_univ_succ]

/-- No rational 2×2 matrix `X` satisfies `A X B = B`, where `A` has all entries 1 and `B` has a 1 in
the upper right corner and zeros elsewhere. -/
theorem unsolvable_instance :
    ¬ ∃ X : Matrix (Fin 2) (Fin 2) ℚ,
      !![1, 1; 1, 1] * X * !![0, 1; 0, 0] = !![0, 1; 0, 0] := by
  rw [solvable_iff solution_witness.1 solution_witness.2.1]
  intro hc
  -- the lower right entries of the two sides are 1 and 0
  have h11 := congrFun (congrFun hc 1) 1
  simp [Matrix.mul_apply, Fin.sum_univ_succ] at h11

end TwoSidedLinearEquation
```

```lean
#print axioms TwoSidedLinearEquation.unique_solution_iff
-- 'TwoSidedLinearEquation.unique_solution_iff' depends on axioms: [propext]
#print axioms TwoSidedLinearEquation.common_solution_iff
-- 'TwoSidedLinearEquation.common_solution_iff' depends on axioms: [propext]
#print axioms TwoSidedLinearEquation.rectangular_solution
-- 'TwoSidedLinearEquation.rectangular_solution' depends on axioms: [propext, Classical.choice, Quot.sound]
#print axioms TwoSidedLinearEquation.unsolvable_instance
-- 'TwoSidedLinearEquation.unsolvable_instance' depends on axioms: [propext, Classical.choice, Quot.sound]
```

## How the theorems and their proofs correspond to the algebra

`IsInnerInverse a g` is the equation a g a = a. The type `R` is any ring, so multiplication need not commute, and complex square matrices are included. `solvable_iff` is the test, and `solution_iff` takes the passed test as its hypothesis `hc` and describes all solutions. In `unique_solution_iff`, `∃!` means that exactly one x exists.

`rectangular_solution` treats an m × n matrix `A` and a p × q matrix `B`, with an unknown `X` of size n × p. These shapes allow different basis sets on the two sides. The theorem covers the test and the solution family; uniqueness and the common solution are stated only within a single ring.

The proofs follow the derivation. `sandwich_invariant` regroups the product with `mul_assoc` and then applies the two inner-inverse equations. In `solution_iff`, the witness `x` is the choice y = x, and `abel` cancels the additive terms. The rectangular proof repeats these steps because matrices of different shapes do not form one ring. `solution_witness` checks the example entry by entry over the rational numbers. `unsolvable_instance` turns solvability into the test and compares the lower right entries, which are 1 and 0.

## Exact inner inverses, and what a tolerance changes

The inner inverses are assumed, not constructed. Every matrix over a field has one, and for a real or complex matrix the Moore–Penrose inverse is an example, but in a general ring an element may have none: the integer 2 has no inner inverse among the integers.

All equations are exact. If a code discards small but nonzero eigenvalues of S when it builds G, then S G S differs from S and the hypothesis fails. The theorems give no error bound for that case or for rounding, and they do not say what tolerance the residual check should use.

Nothing here selects a preferred solution. In particular, a Hermitian C does not by itself make g c h Hermitian. For square matrices over a field, setting y = 1 in the uniqueness condition and taking determinants, a step not included in the file, shows that a and b must be invertible; a singular overlap matrix therefore always leaves X undetermined when a solution exists.
